# A Dyson iteration preserves every orthogonal symmetry shared by its functional, its non-interacting part and its seed

## Two equivalent sites

Take two identical sites and a Green's function that treats them alike,

\[
G_0=\begin{pmatrix} a & b\\ b & a\end{pmatrix}.
\]

Suppose that the self-energy equals the Green's function and that the inverse non-interacting Green's function is \(5/2\) times the identity. One step of the Dyson equation then gives, with \(p=5/2-a\) and \(p^2\neq b^2\),

\[
G_1=\begin{pmatrix} p & -b\\ -b & p\end{pmatrix}^{-1}
=\frac{1}{p^2-b^2}\begin{pmatrix} p & b\\ b & p\end{pmatrix}.
\]

The two sites are still equivalent, and the next step starts from a matrix of the same form. The seed \(\mathrm{diag}(2,1/2)\) behaves differently: since \(5/2-2=1/2\) and \(5/2-1/2=2\), it reproduces itself and the sites stay inequivalent. The equation admits a broken solution, but a symmetric seed never leads to it. This broken solution is an algebraic illustration, not a physical state; the last section says why.

Two sites are the smallest case with any content. For a single site the only orthogonal matrices are \(\pm1\), which commute with everything.

The general statement concerns finite real matrices with no frequency dependence. Within that model it bears on self-consistent Green's-function calculations: if the functional and the non-interacting part have the symmetry, this iteration, carried out exactly, can converge to a symmetry-broken solution only from a seed that breaks the symmetry.

## Self-energy and iteration as definitions

```lean
import Mathlib

open Matrix Filter Topology

namespace LuttingerWardSymmetry

noncomputable section

variable {n : Type*} [Fintype n] [DecidableEq n]
```

The finite type `n` labels the sites or orbitals, and `Matrix n n ℝ` is the type of real square matrices indexed by them.

```lean
/-- `S` is the self-energy of the functional `Φ`: the derivative of `Φ` at `G` in any
direction `H` is `Tr (S(G) H)`. -/
def IsSelfEnergy (Φ : Matrix n n ℝ → ℝ) (S : Matrix n n ℝ → Matrix n n ℝ) : Prop :=
  ∀ G H : Matrix n n ℝ,
    HasDerivAt (fun t : ℝ => Φ (G + t • H)) (Matrix.trace (S G * H)) 0
```

This defines when a matrix function \(S\) is the self-energy of a scalar functional \(\Phi\): for all matrices \(G\) and \(H\),

\[
\left.\frac{d}{dt}\,\Phi(G+tH)\right|_{t=0}=\mathrm{Tr}\,\bigl(S(G)H\bigr).
\]

`HasDerivAt f d 0` says that `f` has derivative `d` at zero. In components the convention reads \(S_{ij}=\partial\Phi/\partial G_{ji}\), with no prefactor for spin or temperature. This derivative relation is all that is kept of a Luttinger-Ward functional. No diagram expansion enters, and \(\Phi\) is defined on all real matrices.

```lean
/-- The sequence `G` solves the Dyson equation step by step: `G (k+1)` is the inverse of
`A - S (G k)`, where `A` is the inverse non-interacting Green's function. -/
def IsDysonIteration (A : Matrix n n ℝ) (S : Matrix n n ℝ → Matrix n n ℝ)
    (G : ℕ → Matrix n n ℝ) : Prop :=
  ∀ k, (A - S (G k)) * G (k + 1) = 1
```

A sequence \(G_0,G_1,\dots\) is a Dyson iteration if

\[
\bigl(A-S(G_k)\bigr)\,G_{k+1}=1\qquad\text{for every }k.
\]

Here \(A\) is the inverse non-interacting Green's function. The equation contains the assumption that the inverse exists at each step. For square matrices a right inverse is also a left inverse, so \(G_{k+1}=(A-S(G_k))^{-1}\) in the usual sense. The seed `G 0` need not be invertible itself, but it must allow every step to be carried out; in particular \(A-S(G_0)\) must be invertible.

## From the invariance of the functional to the iterates

```lean
omit [DecidableEq n] in
/-- Two matrices that have the same trace against every matrix are equal. -/
theorem eq_of_trace_mul_eq {X Y : Matrix n n ℝ}
    (h : ∀ H : Matrix n n ℝ, Matrix.trace (X * H) = Matrix.trace (Y * H)) : X = Y := by
  -- test against the transposed difference: the trace is a sum of squares
  have h1 : Matrix.trace ((X - Y) * (X - Y)ᵀ) = 0 := by
    rw [Matrix.sub_mul, Matrix.trace_sub, h, sub_self]
  have h0 : ∑ i, ∑ j, (X - Y) i j * (X - Y) i j = 0 := by
    simpa only [Matrix.trace, Matrix.diag_apply, Matrix.mul_apply,
      Matrix.transpose_apply] using h1
  have hn : ∀ i ∈ Finset.univ, 0 ≤ ∑ j, (X - Y) i j * (X - Y) i j :=
    fun i _ => Finset.sum_nonneg fun j _ => mul_self_nonneg ((X - Y) i j)
  ext i j
  have h2 := (Finset.sum_eq_zero_iff_of_nonneg hn).1 h0 i (Finset.mem_univ i)
  have hm : ∀ j ∈ Finset.univ, 0 ≤ (X - Y) i j * (X - Y) i j :=
    fun j _ => mul_self_nonneg ((X - Y) i j)
  have h3 := (Finset.sum_eq_zero_iff_of_nonneg hm).1 h2 j (Finset.mem_univ j)
  exact sub_eq_zero.1 (mul_self_eq_zero.1 h3)
```

If \(\mathrm{Tr}(XH)=\mathrm{Tr}(YH)\) for every \(H\), then \(X=Y\). To see this, choose \(H=(X-Y)^T\):

\[
0=\mathrm{Tr}\,\bigl((X-Y)(X-Y)^T\bigr)=\sum_{i,j}(X-Y)_{ij}^2 .
\]

A sum of squares vanishes only if each term does. In the code `h1` is the vanishing trace and `h0` is the double sum. The lemma `Finset.sum_eq_zero_iff_of_nonneg` is then used twice, first for the rows and then for the entries of a row.

```lean
/-- If `Φ` is invariant under rotation of its argument by an orthogonal `R`, its self-energy
rotates along with the Green's function. -/
theorem selfEnergy_covariant {Φ : Matrix n n ℝ → ℝ} {S : Matrix n n ℝ → Matrix n n ℝ}
    {R : Matrix n n ℝ} (hΦ : IsSelfEnergy Φ S) (hR : Rᵀ * R = 1)
    (hinv : ∀ G, Φ (R * G * Rᵀ) = Φ G) (G : Matrix n n ℝ) :
    S (R * G * Rᵀ) = R * S G * Rᵀ := by
  have hR' : R * Rᵀ = 1 := mul_eq_one_comm.mp hR
  have hS : Rᵀ * S (R * G * Rᵀ) * R = S G := by
    apply eq_of_trace_mul_eq
    intro H
    -- differentiate the invariance of `Φ` along `H`
    have h1 := hΦ (R * G * Rᵀ) (R * H * Rᵀ)
    have h2 : (fun t : ℝ => Φ (R * G * Rᵀ + t • (R * H * Rᵀ)))
        = fun t : ℝ => Φ (G + t • H) := by
      funext t
      rw [← hinv (G + t • H)]
      congr 1
      simp only [Matrix.mul_add, Matrix.add_mul, Matrix.mul_smul, Matrix.smul_mul]
    rw [h2] at h1
    rw [← h1.unique (hΦ G H)]
    generalize S (R * G * Rᵀ) = T
    have h4 : Rᵀ * T * R * H = Rᵀ * (T * R * H) := by simp only [Matrix.mul_assoc]
    rw [h4, Matrix.trace_mul_comm Rᵀ (T * R * H)]
    simp only [Matrix.mul_assoc]
  rw [← hS]
  generalize S (R * G * Rᵀ) = T
  calc T = (R * Rᵀ) * T * (R * Rᵀ) := by rw [hR', one_mul, mul_one]
    _ = R * (Rᵀ * T * R) * Rᵀ := by simp only [Matrix.mul_assoc]
```

The hypotheses are that \(R\) is orthogonal (`hR`) and that \(\Phi(RGR^T)=\Phi(G)\) for all \(G\) (`hinv`). The conclusion is that the self-energy rotates with its argument:

\[
S(RGR^T)=R\,S(G)\,R^T .
\]

By hand, write \(T=S(RGR^T)\). Invariance gives, for every \(t\) and \(H\),

\[
\Phi\bigl(RGR^T+t\,RHR^T\bigr)=\Phi\bigl(R(G+tH)R^T\bigr)=\Phi(G+tH).
\]

Differentiating both ends at \(t=0\) and using the cyclic property of the trace,

\[
\mathrm{Tr}(S(G)H)=\mathrm{Tr}(T\,RHR^T)=\mathrm{Tr}(R^TTR\,H).
\]

Since \(H\) is arbitrary, the previous lemma yields \(R^TTR=S(G)\). Multiplying by \(R\) on the left and \(R^T\) on the right gives the claim.

The Lean proof takes the same path. `h2` is the equality of the two functions of \(t\), `h1.unique` says that a function has only one derivative at a point, and `Matrix.trace_mul_comm` supplies the cyclic step. The final `calc` restores the factors of \(R\).

```lean
/-- For an orthogonal symmetry `R` of `Φ` that commutes with `A`, two Dyson iterations with this `A`
and the self-energy `S` of `Φ`, whose seeds are related by `G' 0 = R * G 0 * Rᵀ`, remain related in
this way at every step. -/
theorem iterates_covariant {Φ : Matrix n n ℝ → ℝ} {S : Matrix n n ℝ → Matrix n n ℝ}
    {R A : Matrix n n ℝ} {G G' : ℕ → Matrix n n ℝ} (hΦ : IsSelfEnergy Φ S)
    (hR : Rᵀ * R = 1) (hinv : ∀ G, Φ (R * G * Rᵀ) = Φ G) (hA : Commute R A)
    (hG : IsDysonIteration A S G) (hG' : IsDysonIteration A S G')
    (h0 : G' 0 = R * G 0 * Rᵀ) (k : ℕ) : G' k = R * G k * Rᵀ := by
  have hR' : R * Rᵀ = 1 := mul_eq_one_comm.mp hR
  have hAc : R * A * Rᵀ = A := by rw [hA.eq, mul_assoc, hR', mul_one]
  induction k with
  | zero => exact h0
  | succ k ih =>
    have e : A - S (G' k) = R * (A - S (G k)) * Rᵀ := by
      rw [ih, selfEnergy_covariant hΦ hR hinv, mul_sub, sub_mul, hAc]
    -- the rotated iterate inverts the same matrix as `G' (k+1)`
    have hr : (A - S (G' k)) * (R * G (k + 1) * Rᵀ) = 1 := by
      rw [e]
      calc R * (A - S (G k)) * Rᵀ * (R * G (k + 1) * Rᵀ)
          = R * ((A - S (G k)) * ((Rᵀ * R) * G (k + 1))) * Rᵀ := by
            simp only [Matrix.mul_assoc]
        _ = 1 := by rw [hR, one_mul, hG k, mul_one, hR']
    exact left_inv_eq_right_inv (mul_eq_one_comm.mp (hG' k)) hr
```

Now `Commute R A`, that is \(RA=AR\), is added: the non-interacting system has the symmetry too. Take two Dyson iterations \(G\) and \(G'\) with the same \(A\) and \(S\). If \(G'_0=RG_0R^T\), then \(G'_k=RG_kR^T\) for every \(k\).

The argument is an induction on \(k\), and the case \(k=0\) is the hypothesis. Assume the relation at \(k\). Because \(RAR^T=A\) and the self-energy rotates with its argument,

\[
A-S(G'_k)=R\,\bigl(A-S(G_k)\bigr)R^T .
\]

Multiply this by the rotated next iterate:

\[
R\bigl(A-S(G_k)\bigr)R^T\;RG_{k+1}R^T
=R\bigl(A-S(G_k)\bigr)G_{k+1}R^T=RR^T=1 .
\]

So \(RG_{k+1}R^T\) is an inverse of \(A-S(G'_k)\). By definition \(G'_{k+1}\) is one as well, and inverses are unique. In Lean these steps are `e`, `hr` and `left_inv_eq_right_inv`, and `ih` is the induction hypothesis.

```lean
/-- Let `R` be an orthogonal symmetry of `Φ` that commutes with `A`. If the seed of a Dyson
iteration with this `A` and the self-energy `S` of `Φ` commutes with `R`, then every iterate
commutes with `R`. -/
theorem iterates_commute {Φ : Matrix n n ℝ → ℝ} {S : Matrix n n ℝ → Matrix n n ℝ}
    {R A : Matrix n n ℝ} {G : ℕ → Matrix n n ℝ} (hΦ : IsSelfEnergy Φ S)
    (hR : Rᵀ * R = 1) (hinv : ∀ G, Φ (R * G * Rᵀ) = Φ G) (hA : Commute R A)
    (hG : IsDysonIteration A S G) (h0 : Commute R (G 0)) (k : ℕ) :
    Commute R (G k) := by
  have hR' : R * Rᵀ = 1 := mul_eq_one_comm.mp hR
  have h0' : G 0 = R * G 0 * Rᵀ := by rw [h0.eq, mul_assoc, hR', mul_one]
  -- compare the iteration with its own rotated copy
  have h := iterates_covariant hΦ hR hinv hA hG hG h0' k
  calc R * G k = R * G k * Rᵀ * R := by rw [mul_assoc (R * G k), hR, mul_one]
    _ = G k * R := by rw [← h]
```

This is the main theorem: if the seed commutes with \(R\), then so does \(G_k\) for every \(k\). For orthogonal \(R\), commuting with \(R\) is the same as being unchanged by the rotation, \(G_0=RG_0R^T\). The iteration can therefore play both roles in the preceding theorem, which is why `hG` appears twice in the call to `iterates_covariant`. The result is \(G_k=RG_kR^T\), and hence

\[
RG_k=RG_kR^TR=G_kR .
\]

Read in reverse, an iterate that fails to commute with \(R\) implies a seed that fails to commute with \(R\). The matrices have real-number entries; in a program, rounding can itself introduce a small asymmetric part.

```lean
/-- Let `R` be an orthogonal symmetry of `Φ` that commutes with `A`. If a Dyson iteration with this
`A` and the self-energy `S` of `Φ` has a seed that commutes with `R` and converges to `L`, then `L`
commutes with `R`. -/
theorem limit_commute {Φ : Matrix n n ℝ → ℝ} {S : Matrix n n ℝ → Matrix n n ℝ}
    {R A L : Matrix n n ℝ} {G : ℕ → Matrix n n ℝ} (hΦ : IsSelfEnergy Φ S)
    (hR : Rᵀ * R = 1) (hinv : ∀ G, Φ (R * G * Rᵀ) = Φ G) (hA : Commute R A)
    (hG : IsDysonIteration A S G) (h0 : Commute R (G 0))
    (hL : Tendsto G atTop (𝓝 L)) : Commute R L := by
  have h1 : Tendsto (fun k => R * G k) atTop (𝓝 (R * L)) := hL.const_mul R
  have h2 : Tendsto (fun k => G k * R) atTop (𝓝 (L * R)) := hL.mul_const R
  have h3 : (fun k => R * G k) = fun k => G k * R :=
    funext fun k => (iterates_commute hΦ hR hinv hA hG h0 k).eq
  rw [h3] at h1
  exact tendsto_nhds_unique h1 h2
```

If the iterates converge to a matrix \(L\), then \(L\) commutes with \(R\). The hypothesis `hL` is the convergence \(G_k\to L\), entry by entry. Matrix multiplication is continuous, so \(RG_k\to RL\) and \(G_kR\to LR\). The two sequences coincide by the main theorem, and a sequence has only one limit. Convergence is assumed here. Since \(S\) need not be continuous, the theorem makes no statement about whether \(L\) solves the Dyson equation.

## A quadratic functional with a symmetric and a broken solution

```lean
/-- The quadratic model functional `Φ(G) = Tr(G²)/2`. -/
def quadraticPhi (G : Matrix n n ℝ) : ℝ := 1 / 2 * Matrix.trace (G * G)
```

The opening example comes from the model functional \(\Phi(G)=\tfrac12\mathrm{Tr}\,G^2\), chosen for its simple algebra.

```lean
omit [DecidableEq n] in
/-- The self-energy of the quadratic functional is the Green's function itself. -/
theorem quadraticPhi_selfEnergy :
    IsSelfEnergy (quadraticPhi (n := n)) (fun G => G) := by
  intro G H
  have e : (fun t : ℝ => quadraticPhi (G + t • H)) = fun t : ℝ =>
      (1 / 2 * Matrix.trace (G * G) + t * Matrix.trace (G * H))
        + t ^ 2 * (1 / 2 * Matrix.trace (H * H)) := by
    funext t
    simp only [quadraticPhi, Matrix.add_mul, Matrix.mul_add, Matrix.smul_mul,
      Matrix.mul_smul, Matrix.trace_add, Matrix.trace_smul, smul_eq_mul,
      Matrix.trace_mul_comm H G]
    ring
  rw [e]
  have h := (((hasDerivAt_id' (0 : ℝ)).mul_const (Matrix.trace (G * H))).const_add
    (1 / 2 * Matrix.trace (G * G))).fun_add
      ((hasDerivAt_pow 2 (0 : ℝ)).mul_const (1 / 2 * Matrix.trace (H * H)))
  exact h.congr_deriv (by simp)
```

Its self-energy is \(S(G)=G\). Expanding and using \(\mathrm{Tr}(HG)=\mathrm{Tr}(GH)\),

\[
\Phi(G+tH)=\tfrac12\mathrm{Tr}\,G^2+t\,\mathrm{Tr}(GH)+\tfrac{t^2}{2}\mathrm{Tr}\,H^2 ,
\]

and the derivative at \(t=0\) is \(\mathrm{Tr}(GH)\). The equality `e` is this expansion, and `h` differentiates it term by term.

```lean
/-- The quadratic functional is invariant under every orthogonal rotation. -/
theorem quadraticPhi_invariant {R : Matrix n n ℝ} (hR : Rᵀ * R = 1) (G : Matrix n n ℝ) :
    quadraticPhi (R * G * Rᵀ) = quadraticPhi G := by
  have e : R * G * Rᵀ * (R * G * Rᵀ) = R * (G * G * Rᵀ) := by
    calc R * G * Rᵀ * (R * G * Rᵀ) = R * (G * ((Rᵀ * R) * G) * Rᵀ) := by
          simp only [Matrix.mul_assoc]
      _ = R * (G * G * Rᵀ) := by rw [hR, one_mul]
  unfold quadraticPhi
  rw [e, Matrix.trace_mul_comm R, mul_assoc (G * G), hR, mul_one]
```

The functional is invariant under every orthogonal \(R\), because

\[
\mathrm{Tr}\,(RGR^TRGR^T)=\mathrm{Tr}\,(RG^2R^T)=\mathrm{Tr}\,(G^2R^TR)=\mathrm{Tr}\,G^2 .
\]

Together with the self-energy just found, this supplies the hypotheses of the main theorem that concern \(\Phi\).

```lean
/-- The exchange of two sites. -/
def siteSwap : Matrix (Fin 2) (Fin 2) ℝ := !![0, 1; 1, 0]
```

The symmetry of the example is the exchange of the two sites. `Fin 2` has the elements 0 and 1, and `!![0, 1; 1, 0]` lists the matrix row by row.

```lean
/-- For the self-energy `S(G) = G` on two sites, with `A` equal to `5/2` times the identity, the
site swap is orthogonal and commutes with `A`, and there are a constant Dyson iteration that
commutes with the swap and a constant Dyson iteration that does not. -/
theorem symmetry_breaking_witness :
    siteSwapᵀ * siteSwap = 1 ∧ Commute siteSwap !![5/2, 0; 0, 5/2] ∧
    (IsDysonIteration !![5/2, 0; 0, 5/2] (fun G => G) (fun _ => !![5/4, 3/4; 3/4, 5/4]) ∧
      Commute siteSwap !![5/4, 3/4; 3/4, 5/4]) ∧
    (IsDysonIteration !![5/2, 0; 0, 5/2] (fun G => G) (fun _ => !![2, 0; 0, 1/2]) ∧
      ¬ Commute siteSwap !![2, 0; 0, 1/2]) := by
  refine ⟨?_, ?_, ⟨?_, ?_⟩, ?_, ?_⟩
  · ext i j
    fin_cases i <;> fin_cases j <;> simp [siteSwap, Matrix.mul_apply, Fin.sum_univ_succ]
  · change siteSwap * _ = _ * siteSwap
    ext i j
    fin_cases i <;> fin_cases j <;> simp [siteSwap, Matrix.mul_apply, Fin.sum_univ_succ]
  · intro k
    ext i j
    fin_cases i <;> fin_cases j <;> norm_num [Matrix.mul_apply, Fin.sum_univ_succ]
  · change siteSwap * _ = _ * siteSwap
    ext i j
    fin_cases i <;> fin_cases j <;> simp [siteSwap, Matrix.mul_apply, Fin.sum_univ_succ]
  · intro k
    ext i j
    fin_cases i <;> fin_cases j <;> norm_num [Matrix.mul_apply, Fin.sum_univ_succ]
  · intro h
    -- the off-diagonal entry would force the diagonal entries 2 and 1/2 to agree
    have h01 := congrFun (congrFun h.eq 0) 1
    norm_num [siteSwap, Matrix.mul_apply, Fin.sum_univ_succ] at h01

end

end LuttingerWardSymmetry
```

The theorem collects the facts about the example. The swap is orthogonal and commutes with \(A=\tfrac52\cdot 1\). This \(A\) describes two uncoupled sites with the same level; \(5/2\) is the distance of the energy argument from that level, in units where the self-energy is \(G\) with coefficient one. Two constant sequences, written `fun _ => ...`, are Dyson iterations:

\[
\begin{pmatrix} 5/4 & 3/4\\ 3/4 & 5/4\end{pmatrix}
\qquad\text{and}\qquad
\begin{pmatrix} 2 & 0\\ 0 & 1/2\end{pmatrix}.
\]

For the first, subtraction from \(A\) leaves diagonal entries \(5/4\) and off-diagonal entries \(-3/4\). The determinant is \(25/16-9/16=1\), so the inverse is the matrix we started from. It commutes with the swap. The second was checked in the opening. It does not commute with the swap: the entry in row 0, column 1 is \(1/2\) when the swap multiplies from the left and \(2\) when it multiplies from the right.

Lean verifies the matrix identities entry by entry, with `fin_cases` running through the indices. For the failure to commute, `h01` extracts the one entry that gives the contradiction.

Both matrices are algebraic solutions, not physical Green's functions. Each has the eigenvalues \(2\) and \(1/2\). With a variable energy \(z\) in place of \(5/2\), an eigenvalue \(g\) obeys \(g(z-g)=1\). The root that equals \(1/2\) at \(z=5/2\) falls off as \(1/z\) at large \(z\), as a physical Green's function does, while the root that equals \(2\) grows with \(z\).

The same functional and the same \(A\) thus allow both kinds of algebraic solution, so the condition on the seed in the main theorem does real work. The example shows that a broken seed can stay broken; whether nearby seeds approach this solution is a separate question of stability.

```lean
#print axioms LuttingerWardSymmetry.iterates_commute
#print axioms LuttingerWardSymmetry.limit_commute
#print axioms LuttingerWardSymmetry.quadraticPhi_selfEnergy
#print axioms LuttingerWardSymmetry.quadraticPhi_invariant
```

```
'LuttingerWardSymmetry.iterates_commute' depends on axioms: [propext, Classical.choice, Quot.sound]
'LuttingerWardSymmetry.limit_commute' depends on axioms: [propext, Classical.choice, Quot.sound]
'LuttingerWardSymmetry.quadraticPhi_selfEnergy' depends on axioms: [propext, Classical.choice, Quot.sound]
'LuttingerWardSymmetry.quadraticPhi_invariant' depends on axioms: [propext, Classical.choice, Quot.sound]
```
